# In a model of two-level electron pairs, CCD lies below the exact ground energy for repulsive and above it for attractive diagonal interactions between excited pairs

Take $n$ pairs, each with local matrix $\begin{pmatrix}0&\kappa\\ \kappa&2\delta\end{pmatrix}$, $\kappa\neq0$, and add a diagonal interaction $W$ that vanishes when fewer than two pairs are excited. The solution of coupled cluster with double excitations (CCD) in which every pair lowers the energy has

$$E=n\left(\delta-\sqrt{\delta^2+\kappa^2}\right),$$

whatever $W$ is. If $W\ge0$ is not identically zero, $E$ lies strictly below the exact ground energy; if $W\le0$ is not identically zero, strictly above. For electronic structure, this finite model with one excited level per pair shows that a CCD energy is not a variational bound.

In Lean 4 with Mathlib:

```lean
import Mathlib

namespace CCDPairInteraction

noncomputable section
```

## Pairs, couplings and the interaction

A basis state is the set $S$ of excited pairs, and a wave function is a real function $\varphi(S)$. Pair $i$ has coupling $K_i$ and excitation energy $2D_i$, which may differ from pair to pair. Its local matrix connects $S$ with the set in which $i$ is removed or inserted.

```lean
/-- Action on the wave function `φ` of the local matrix `[[0, κ], [κ, 2δ]]` of pair `i`;
a basis state is the set `S` of excited pairs. -/
def pairTerm {n : ℕ} (κ δ : ℝ) (i : Fin n) (φ : Finset (Fin n) → ℝ) (S : Finset (Fin n)) : ℝ :=
  if i ∈ S then κ * φ (S.erase i) + 2 * δ * φ S else κ * φ (insert i S)
```

The Hamiltonian $H$ sums these terms and adds $W(S)\varphi(S)$. Here $W$ stands for the energy shift that arises when several pairs are excited at once.

```lean
/-- The Hamiltonian: the sum of the local pair matrices plus a diagonal interaction `W`. -/
def hamiltonian {n : ℕ} (K D : Fin n → ℝ) (W φ : Finset (Fin n) → ℝ) (S : Finset (Fin n)) : ℝ :=
  ∑ i, pairTerm (K i) (D i) i φ S + W S * φ S
```

The squared norm is $\sum_S\varphi(S)^2$.

```lean
/-- The squared norm of a wave function. -/
def normSq {n : ℕ} (φ : Finset (Fin n) → ℝ) : ℝ := ∑ S, φ S ^ 2
```

The energy of a normalized state is $\langle\varphi,H\varphi\rangle$.

```lean
/-- The quadratic form `⟨φ, H φ⟩` of the Hamiltonian. -/
def expectation {n : ℕ} (K D : Fin n → ℝ) (W φ : Finset (Fin n) → ℝ) : ℝ :=
  ∑ S, φ S * hamiltonian K D W φ S
```

The exact ground energy $E_0$ is the infimum over normalized states. Since $H$ is real and symmetric, real wave functions suffice.

```lean
/-- The exact ground energy: the infimum of the energy over normalized states. -/
def groundEnergy {n : ℕ} (K D : Fin n → ℝ) (W : Finset (Fin n) → ℝ) : ℝ :=
  sInf (expectation K D W '' {φ | normSq φ = 1})
```

## The CCD equations do not see $W$

Let $|0\rangle$ be the reference, with no pair excited, and let $T$ be the sum over pairs of an amplitude $t_i$ times the operator that excites pair $i$. The state $e^T|0\rangle$ has coefficients $\prod_{i\in S}t_i$. It is unnormalized, with coefficient 1 on the reference $\emptyset$.

```lean
/-- The coupled-cluster state `exp(T)|0⟩`: each excited pair contributes its amplitude. -/
def ccdState {n : ℕ} (t : Fin n → ℝ) (S : Finset (Fin n)) : ℝ := ∏ i ∈ S, t i
```

Exciting one pair is a double excitation, so CCD projects the Schrödinger equation on $\emptyset$ and on each $\{i\}$.

```lean
/-- The CCD equations: the Schrödinger equation for the coupled-cluster state, projected on
the reference and on the states with one excited pair. -/
def IsCCDSolution {n : ℕ} (K D : Fin n → ℝ) (W : Finset (Fin n) → ℝ) (t : Fin n → ℝ)
    (E : ℝ) : Prop :=
  hamiltonian K D W (ccdState t) ∅ = E * ccdState t ∅ ∧
    ∀ i, hamiltonian K D W (ccdState t) {i} = E * ccdState t {i}
```

For the later comparison with exact states, define the squared deviation from the product rule $\varphi(S\cup\{i\})=t_i\varphi(S)$.

```lean
/-- Squared deviation of `φ` from the rule that exciting pair `i` multiplies by `t i`. -/
def mismatch {n : ℕ} (t : Fin n → ℝ) (φ : Finset (Fin n) → ℝ) (i : Fin n) : ℝ :=
  ∑ S with i ∉ S, (φ (insert i S) - t i * φ S) ^ 2
```

The two projections read

$$E=\sum_jK_jt_j,\qquad K_i+2D_it_i+\sum_{j\ne i}K_jt_jt_i=Et_i.$$

Only $W(\emptyset)$ and $W(\{i\})$ could enter, and both are zero. Inserting the first equation into the second leaves

$$K_i+2D_it_i-K_it_i^2=0.$$

In the proof, `key` computes the contribution of each pair $j$ to the projection on $\{i\}$; summing gives `h1`, from which the energy term cancels.

```lean
variable {n : ℕ} {K D t : Fin n → ℝ} {W : Finset (Fin n) → ℝ} {E : ℝ}

/-- If `W` vanishes on states with fewer than two excited pairs, the CCD equations decouple
into one quadratic equation per pair, and `W` drops out. -/
theorem ccd_equations_iff (hW : ∀ S, S.card < 2 → W S = 0) :
    IsCCDSolution K D W t E ↔
      E = ∑ i, K i * t i ∧ ∀ i, K i + 2 * D i * t i - K i * t i ^ 2 = 0 := by
  have h0 : hamiltonian K D W (ccdState t) ∅ = ∑ i, K i * t i := by
    simp [hamiltonian, pairTerm, ccdState, hW ∅ (by simp)]
  have h1 : ∀ i, hamiltonian K D W (ccdState t) {i} =
      (∑ j, K j * t j) * t i + (K i + 2 * D i * t i - K i * t i ^ 2) := by
    intro i
    have key : ∀ j, pairTerm (K j) (D j) j (ccdState t) {i} = K j * t j * t i +
        (if j = i then K i + 2 * D i * t i - K i * t i ^ 2 else 0) := by
      intro j
      rcases eq_or_ne j i with rfl | h
      · simp only [pairTerm, ccdState, Finset.mem_singleton, ↓reduceIte,
          Finset.erase_singleton, Finset.prod_empty, Finset.prod_singleton]
        ring
      · simp only [pairTerm, ccdState, Finset.mem_singleton, h, ↓reduceIte, Finset.prod_pair h]
        ring
    rw [hamiltonian, Finset.sum_congr rfl fun j _ => key j, Finset.sum_add_distrib,
      ← Finset.sum_mul, hW {i} (by simp)]
    simp
  have e0 : ccdState t ∅ = 1 := by simp [ccdState]
  have e1 : ∀ i, ccdState t {i} = t i := fun i => by simp [ccdState]
  simp only [IsCCDSolution, h0, h1, e0, e1, mul_one]
  constructor
  · rintro ⟨rfl, h⟩
    exact ⟨rfl, fun i => by linear_combination h i⟩
  · rintro ⟨rfl, h⟩
    exact ⟨rfl, fun i => by linear_combination h i⟩
```

Multiply by $K_i$ and set $x_i=K_it_i$. Then $(x_i-D_i)^2=D_i^2+K_i^2$, so $x_i=D_i\pm\sqrt{D_i^2+K_i^2}$. As $K_i\ne0$, the root exceeds $|D_i|$, and only the minus sign gives $x_i<0$. In the next lemma `x` is the amplitude itself, and `nlinarith` excludes the plus sign. No sign of $D_i$ is assumed.

```lean
/-- For nonzero coupling, the energy-lowering root of the pair equation in closed form. -/
theorem pair_root_iff {κ δ x : ℝ} (hκ : κ ≠ 0) :
    (κ + 2 * δ * x - κ * x ^ 2 = 0 ∧ κ * x < 0) ↔ κ * x = δ - √(δ ^ 2 + κ ^ 2) := by
  constructor
  · rintro ⟨h, hn⟩
    have hx : κ ^ 2 + 2 * δ * (κ * x) - (κ * x) ^ 2 = 0 := by linear_combination κ * h
    have hp : 0 ≤ δ - κ * x := by
      by_contra hc
      have hc' : 0 < κ * x - δ := by linarith
      nlinarith [mul_pos hc' (neg_pos.2 hn), sq_nonneg κ, sq_nonneg (κ * x)]
    rw [show δ ^ 2 + κ ^ 2 = (δ - κ * x) ^ 2 by linear_combination hx, Real.sqrt_sq hp]
    ring
  · intro h
    have hs : √(δ ^ 2 + κ ^ 2) ^ 2 = δ ^ 2 + κ ^ 2 := Real.sq_sqrt (by positivity)
    have hk : 0 < κ ^ 2 := by positivity
    have hl : δ < √(δ ^ 2 + κ ^ 2) := Real.lt_sqrt_of_sq_lt (by linarith)
    refine ⟨mul_left_cancel₀ hκ ?_, by linarith⟩
    linear_combination (δ - κ * x + √(δ ^ 2 + κ ^ 2)) * h - hs
```

Applied to every pair, this shows that the solution with all $K_it_i<0$ exists, is unique, and has $E=\sum_i\left(D_i-\sqrt{D_i^2+K_i^2}\right)$.

```lean
/-- For nonzero couplings and `W` vanishing below two excited pairs, there is exactly one CCD
solution in which every pair lowers the energy, with the energy given here. -/
theorem lowering_solution_iff (hK : ∀ i, K i ≠ 0) (hW : ∀ S, S.card < 2 → W S = 0) :
    (IsCCDSolution K D W t E ∧ ∀ i, K i * t i < 0) ↔
      (∀ i, K i * t i = D i - √(D i ^ 2 + K i ^ 2)) ∧
        E = ∑ i, (D i - √(D i ^ 2 + K i ^ 2)) := by
  rw [ccd_equations_iff hW]
  constructor
  · rintro ⟨⟨rfl, h⟩, hn⟩
    have h' := fun i => (pair_root_iff (hK i)).1 ⟨h i, hn i⟩
    exact ⟨h', Finset.sum_congr rfl fun i _ => h' i⟩
  · rintro ⟨h, rfl⟩
    have h' := fun i => (pair_root_iff (hK i)).2 (h i)
    exact ⟨⟨(Finset.sum_congr rfl fun i _ => h i).symm, fun i => (h' i).1⟩, fun i => (h' i).2⟩
```

## Completing the square

Group the states into couples $S$, $S\cup\{i\}$ with $i\notin S$. Inserting and erasing $i$ are inverse maps, which is the bijection used here.

```lean
/-- A sum over all states, grouped by whether pair `i` is excited. -/
theorem sum_pair (i : Fin n) (f : Finset (Fin n) → ℝ) :
    ∑ S, f S = ∑ S with i ∉ S, (f S + f (insert i S)) := by
  rw [← Finset.sum_filter_add_sum_filter_not Finset.univ (fun S => i ∉ S) f,
    Finset.sum_add_distrib]
  congr 1
  symm
  refine Finset.sum_nbij' (fun S => insert i S) (fun S => S.erase i) ?_ ?_ ?_ ?_ ?_
  · intro S _
    simp
  · intro S _
    simp
  · intro S hS
    exact Finset.erase_insert (by simpa using hS)
  · intro S hS
    exact Finset.insert_erase (by simpa using hS)
  · intro S _
    rfl
```

Write $a=\varphi(S)$ and $b=\varphi(S\cup\{i\})$. The pair equation gives

$$2K_iab+2D_ib^2=K_it_i(a^2+b^2)+(2D_i-K_it_i)(b-t_ia)^2.$$

Indeed, on the right the coefficient of $b^2$ is $2D_i$, that of $ab$ is $-2(2D_it_i-K_it_i^2)=2K_i$, and that of $a^2$ is $K_it_i+t_i(2D_it_i-K_it_i^2)=0$. Let $M_i$ be the sum of $(b-t_ia)^2$ over these couples, called `mismatch` in the code. Summing over couples and pairs,

$$\langle\varphi,H\varphi\rangle=\Big(\sum_iK_it_i\Big)\|\varphi\|^2+\sum_i(2D_i-K_it_i)M_i+\sum_SW(S)\varphi(S)^2.$$

The step `hpair` is the identity for one pair, closed by `linear_combination` from the pair equation.

```lean
/-- If the amplitudes solve the pair equations, `⟨φ, H φ⟩` is `∑ i, K i * t i` times the squared
norm of `φ`, plus weighted squared deviations from the product rule, plus the `W` term. -/
theorem expectation_eq (φ : Finset (Fin n) → ℝ)
    (ht : ∀ i, K i + 2 * D i * t i - K i * t i ^ 2 = 0) :
    expectation K D W φ = (∑ i, K i * t i) * normSq φ +
      ∑ i, (2 * D i - K i * t i) * mismatch t φ i + ∑ S, W S * φ S ^ 2 := by
  -- complete the square in each pair
  have hpair : ∀ i, ∑ S, φ S * pairTerm (K i) (D i) i φ S =
      K i * t i * normSq φ + (2 * D i - K i * t i) * mismatch t φ i := by
    intro i
    rw [normSq, mismatch, sum_pair i (fun S => φ S * pairTerm (K i) (D i) i φ S),
      sum_pair i (fun S => φ S ^ 2), Finset.mul_sum, Finset.mul_sum, ← Finset.sum_add_distrib]
    refine Finset.sum_congr rfl fun S hS => ?_
    have hS' : i ∉ S := by simpa using hS
    simp only [pairTerm, hS', Finset.mem_insert_self, ↓reduceIte, Finset.erase_insert hS']
    linear_combination (2 * φ S * φ (insert i S) - φ S ^ 2 * t i) * ht i
  have hsplit : expectation K D W φ =
      ∑ i, ∑ S, φ S * pairTerm (K i) (D i) i φ S + ∑ S, W S * φ S ^ 2 := by
    simp only [expectation, hamiltonian, mul_add, Finset.sum_add_distrib, Finset.mul_sum]
    rw [Finset.sum_comm]
    congr 1
    exact Finset.sum_congr rfl fun S _ => by ring
  rw [hsplit, Finset.sum_congr rfl fun i _ => hpair i, Finset.sum_add_distrib, ← Finset.sum_mul]
```

## Comparison with the exact ground state

The energy is continuous and the unit sphere is compact, so a normalized minimizer exists.

```lean
/-- The ground energy is attained by a normalized state. -/
theorem groundEnergy_isLeast (K D : Fin n → ℝ) (W : Finset (Fin n) → ℝ) :
    IsLeast (expectation K D W '' {φ | normSq φ = 1}) (groundEnergy K D W) := by
  have hcont : Continuous (expectation K D W) := by
    unfold expectation hamiltonian
    refine continuous_finsetSum _ fun S _ => (continuous_apply S).mul (Continuous.add ?_ ?_)
    · refine continuous_finsetSum _ fun i _ => ?_
      unfold pairTerm
      split_ifs <;> fun_prop
    · fun_prop
  have hclosed : IsClosed {φ : Finset (Fin n) → ℝ | normSq φ = 1} := by
    unfold normSq
    exact isClosed_eq (by fun_prop) continuous_const
  -- the unit sphere lies in a compact box
  have hcomp : IsCompact {φ : Finset (Fin n) → ℝ | normSq φ = 1} := by
    refine IsCompact.of_isClosed_subset
      (isCompact_Icc (a := fun _ => (-1 : ℝ)) (b := fun _ => (1 : ℝ))) hclosed ?_
    intro φ hφ
    have hb : ∀ S, φ S ^ 2 ≤ 1 := fun S =>
      (Finset.single_le_sum (f := fun S => φ S ^ 2) (fun _ _ => sq_nonneg _)
        (Finset.mem_univ S)).trans_eq hφ
    exact ⟨fun S => by nlinarith [hb S], fun S => by nlinarith [hb S]⟩
  have hne : {φ : Finset (Fin n) → ℝ | normSq φ = 1}.Nonempty :=
    ⟨fun S => if S = ∅ then 1 else 0, by simp [normSq]⟩
  exact (hcomp.image hcont).isLeast_sInf (hne.image _)
```

If all $K_it_i<0$, no $t_i$ is zero, and neither is any product of them.

```lean
/-- If every pair lowers the energy, no coefficient of the CCD state vanishes. -/
theorem ccdState_ne_zero (hn : ∀ i, K i * t i < 0) (S : Finset (Fin n)) : ccdState t S ≠ 0 :=
  Finset.prod_ne_zero_iff.2 fun i _ hi => by
    have h := hn i
    simp [hi] at h
```

Let $W\ge0$ and let $\varphi$ be the minimizer. The pair equation gives $(2D_i-K_it_i)K_it_i=-K_i^2<0$, hence $2D_i-K_it_i>0$ (`hgap`). All terms added to $E$ are then nonnegative, so $E_0\ge E$. Equality would force every $M_i=0$, and induction on $S$ gives $\varphi(S)=\varphi(\emptyset)\prod_{i\in S}t_i$ (`hprod`). The $W$ term would vanish too, so $\varphi(S_0)=0$ at some $S_0$ with $W(S_0)\neq0$. Then $\varphi(\emptyset)=0$ and $\varphi=0$, contradicting normalization.

```lean
/-- For a nonzero repulsive `W` that vanishes below two excited pairs, a CCD solution with every
`K i * t i` negative has an energy strictly below the exact ground energy. -/
theorem ccd_below_ground (hW : ∀ S, S.card < 2 → W S = 0) (hpos : ∀ S, 0 ≤ W S) (hne : W ≠ 0)
    (h : IsCCDSolution K D W t E) (hn : ∀ i, K i * t i < 0) : E < groundEnergy K D W := by
  obtain ⟨rfl, ht⟩ := (ccd_equations_iff hW).1 h
  obtain ⟨S₀, hS₀⟩ := Function.ne_iff.1 hne
  obtain ⟨φ, hφ, hE⟩ := (groundEnergy_isLeast K D W).1
  have hφ1 : normSq φ = 1 := hφ
  rw [← hE, expectation_eq φ ht, hφ1, mul_one]
  have hgap : ∀ i, 0 < 2 * D i - K i * t i := by
    intro i
    have hK : K i ≠ 0 := fun h0 => by
      have h1 := hn i
      simp [h0] at h1
    have hk : 0 < K i ^ 2 := by positivity
    have he : (2 * D i - K i * t i) * (K i * t i) = -K i ^ 2 := by
      linear_combination K i * ht i
    by_contra hc
    have h2 := mul_nonneg_of_nonpos_of_nonpos (not_lt.1 hc) (hn i).le
    linarith
  have hA : ∀ i ∈ Finset.univ, 0 ≤ (2 * D i - K i * t i) * mismatch t φ i := fun i _ =>
    mul_nonneg (hgap i).le (Finset.sum_nonneg fun _ _ => sq_nonneg _)
  have hB : ∀ S ∈ Finset.univ, 0 ≤ W S * φ S ^ 2 := fun S _ => mul_nonneg (hpos S) (sq_nonneg _)
  have hA0 := Finset.sum_nonneg hA
  have hB0 := Finset.sum_nonneg hB
  by_contra hlt
  have hle := not_lt.1 hlt
  -- equality forces the minimizer to be a multiple of the CCD product
  have hstep : ∀ i S, i ∉ S → φ (insert i S) = t i * φ S := by
    intro i S hS
    have h1 := (Finset.sum_eq_zero_iff_of_nonneg hA).1 (by linarith) i (Finset.mem_univ i)
    have h2 := (mul_eq_zero.1 h1).resolve_left (hgap i).ne'
    unfold mismatch at h2
    have h3 := (Finset.sum_eq_zero_iff_of_nonneg (fun _ _ => sq_nonneg _)).1 h2 S (by simp [hS])
    exact sub_eq_zero.1 ((pow_eq_zero_iff two_ne_zero).1 h3)
  have hprod : ∀ S, φ S = φ ∅ * ccdState t S := by
    intro S
    induction S using Finset.induction_on with
    | empty => simp [ccdState]
    | insert a s ha ih =>
      rw [hstep a s ha, ih, ccdState, ccdState, Finset.prod_insert ha]
      ring
  -- but then the repulsion has a positive mean, unless the state is zero
  have h4 := (Finset.sum_eq_zero_iff_of_nonneg hB).1 (by linarith) S₀ (Finset.mem_univ S₀)
  have h5 : φ S₀ = 0 := (pow_eq_zero_iff two_ne_zero).1 ((mul_eq_zero.1 h4).resolve_left hS₀)
  have h6 : φ ∅ = 0 :=
    (mul_eq_zero.1 ((hprod S₀).symm.trans h5)).resolve_right (ccdState_ne_zero hn S₀)
  have h7 : normSq φ = 0 := Finset.sum_eq_zero fun S _ => by
    rw [hprod S, h6]
    ring
  linarith
```

Let $W\le0$. Take the normalized CCD state $\varphi(S)=c\prod_{i\in S}t_i$ as trial state. Its $M_i$ vanish, so

$$E_0\le E+\sum_SW(S)\varphi(S)^2<E,$$

strictly, because $W$ is not identically zero and $\varphi$ has no zero coefficient. These are the steps `hA` and `hB`.

```lean
/-- For a nonzero attractive `W` that vanishes below two excited pairs, a CCD solution with every
`K i * t i` negative has an energy strictly above the exact ground energy. -/
theorem ccd_above_ground (hW : ∀ S, S.card < 2 → W S = 0) (hneg : ∀ S, W S ≤ 0) (hne : W ≠ 0)
    (h : IsCCDSolution K D W t E) (hn : ∀ i, K i * t i < 0) : groundEnergy K D W < E := by
  obtain ⟨rfl, ht⟩ := (ccd_equations_iff hW).1 h
  obtain ⟨S₀, hS₀⟩ := Function.ne_iff.1 hne
  have hψ := ccdState_ne_zero hn
  have hN : 0 < normSq (ccdState t) := by
    unfold normSq
    refine Finset.sum_pos (fun S _ => ?_) Finset.univ_nonempty
    have h1 := hψ S
    positivity
  -- the normalized CCD state is the trial state
  obtain ⟨c, hc⟩ : ∃ c : ℝ, c ^ 2 * normSq (ccdState t) = 1 :=
    ⟨(√(normSq (ccdState t)))⁻¹, by
      rw [inv_pow, Real.sq_sqrt hN.le, inv_mul_cancel₀ hN.ne']⟩
  have hc0 : c ≠ 0 := by
    rintro rfl
    simp at hc
  have hφ : normSq (fun S => c * ccdState t S) = 1 := by
    simpa only [normSq, mul_pow, Finset.mul_sum] using hc
  have hle := (groundEnergy_isLeast K D W).2 ⟨_, hφ, rfl⟩
  have hA : ∀ i, mismatch t (fun S => c * ccdState t S) i = 0 := by
    intro i
    unfold mismatch
    refine Finset.sum_eq_zero fun S hS => ?_
    have hS' : i ∉ S := by simpa using hS
    simp only [ccdState, Finset.prod_insert hS']
    ring
  rw [expectation_eq _ ht, hφ, mul_one] at hle
  simp only [hA, mul_zero, Finset.sum_const_zero, add_zero] at hle
  have hB : ∑ S, W S * (c * ccdState t S) ^ 2 < 0 := by
    have h1 := hψ S₀
    calc ∑ S, W S * (c * ccdState t S) ^ 2 < ∑ _S : Finset (Fin n), (0 : ℝ) :=
          Finset.sum_lt_sum
            (fun S _ => mul_nonpos_of_nonpos_of_nonneg (hneg S) (sq_nonneg _))
            ⟨S₀, Finset.mem_univ _,
              mul_neg_of_neg_of_pos (lt_of_le_of_ne (hneg S₀) hS₀) (by positivity)⟩
      _ = 0 := by simp
  linarith
```

## Equal pairs

Setting $K_i=\kappa$, $D_i=\delta$ and $t_i=(\delta-\sqrt{\delta^2+\kappa^2})/\kappa$ gives the opening statement. The condition $n\ge2$ is implicit: with fewer pairs, a $W$ of the required kind is zero.

```lean
/-- For `n` equal pairs with `κ ≠ 0` and a nonzero `W` vanishing below two excited pairs,
`n (δ - √(δ² + κ²))` is a CCD energy; it is strictly below the exact ground energy if `W ≥ 0` and
strictly above it if `W ≤ 0`. -/
theorem ccd_equal_pairs {κ δ : ℝ} (hκ : κ ≠ 0) (hW : ∀ S, S.card < 2 → W S = 0) (hne : W ≠ 0) :
    IsCCDSolution (fun _ => κ) (fun _ => δ) W (fun _ => (δ - √(δ ^ 2 + κ ^ 2)) / κ)
        (n * (δ - √(δ ^ 2 + κ ^ 2))) ∧
      ((∀ S, 0 ≤ W S) →
        n * (δ - √(δ ^ 2 + κ ^ 2)) < groundEnergy (fun _ => κ) (fun _ => δ) W) ∧
      ((∀ S, W S ≤ 0) →
        groundEnergy (fun _ => κ) (fun _ => δ) W < n * (δ - √(δ ^ 2 + κ ^ 2))) := by
  have hsol := (lowering_solution_iff (K := fun _ : Fin n => κ) (D := fun _ => δ) (W := W)
    (t := fun _ => (δ - √(δ ^ 2 + κ ^ 2)) / κ) (E := n * (δ - √(δ ^ 2 + κ ^ 2)))
    (fun _ => hκ) hW).2 ⟨fun _ => by field_simp, by simp; ring⟩
  exact ⟨hsol.1, fun hp => ccd_below_ground hW hp hne hsol.1 hsol.2,
    fun hm => ccd_above_ground hW hm hne hsol.1 hsol.2⟩

end

end CCDPairInteraction
```

For the two comparison theorems it is not enough that $W$ vanishes on the reference. Take $n=1$, $W(\emptyset)=0$ and $W(\{0\})=w\ne0$. The CCD equations are now the full Schrödinger equation for $\begin{pmatrix}0&\kappa\\ \kappa&2\delta+w\end{pmatrix}$. Its eigenvalues have product $-\kappa^2<0$, so the solution with $E=\kappa t_0<0$ is the exact ground state, and both strict inequalities fail.

```lean
#print axioms CCDPairInteraction.ccd_above_ground
-- 'CCDPairInteraction.ccd_above_ground' depends on axioms: [propext, Classical.choice, Quot.sound]
#print axioms CCDPairInteraction.ccd_equal_pairs
-- 'CCDPairInteraction.ccd_equal_pairs' depends on axioms: [propext, Classical.choice, Quot.sound]
```
